# Bound states of an infinite spinless nearest-neighbour chain with one orbital per site and bounded, nonzero real hoppings are non-degenerate

To find a bound state of an infinite nearest-neighbour tight-binding chain with one orbital per site, one can carry a decaying solution inwards from each side and record one state at each energy where the two match. Counting that state once, spin aside, is correct if the hoppings are real, nonzero and bounded, because any two square-summable solutions at the same energy are then linearly dependent.

In Lean 4 with Mathlib:

```lean
import Mathlib

open ComplexConjugate

namespace TightBindingWronskian

noncomputable section

/-- The tight-binding equation at energy `E` on the infinite chain, with real hoppings `t n`
between sites `n` and `n + 1` and real on-site energies `e n`. -/
def IsSolution (t e : ℤ → ℝ) (E : ℂ) (ψ : ℤ → ℂ) : Prop :=
  ∀ n, (t n : ℂ) * ψ (n + 1) + t (n - 1) * ψ (n - 1) + e n * ψ n = E * ψ n

/-- The Wronskian of two wave functions on the bond between sites `n` and `n + 1`. -/
def wronskian (t : ℤ → ℝ) (ψ φ : ℤ → ℂ) (n : ℤ) : ℂ :=
  (t n : ℂ) * (ψ (n + 1) * φ n - ψ n * φ (n + 1))

/-- The site densities of the wave function have a finite sum over the whole chain. -/
def SquareSummable (ψ : ℤ → ℂ) : Prop := Summable fun n => ‖ψ n‖ ^ 2

variable {t e : ℤ → ℝ} {E : ℂ} {ψ φ : ℤ → ℂ}

/-- The Wronskian of two solutions at the same energy has the same value on every bond. -/
theorem wronskian_constant (hψ : IsSolution t e E ψ) (hφ : IsSolution t e E φ) (m n : ℤ) :
    wronskian t ψ φ m = wronskian t ψ φ n := by
  -- cross-multiplying the two site equations removes `e n` and `E`
  have step : ∀ k, wronskian t ψ φ k = wronskian t ψ φ (k - 1) := by
    intro k
    unfold wronskian
    rw [sub_add_cancel]
    linear_combination φ k * hψ k - ψ k * hφ k
  have base : ∀ k, wronskian t ψ φ k = wronskian t ψ φ 0 := by
    intro k
    refine Int.induction_on k ?_ ?_ ?_
    · rfl
    · intro i ih
      rw [step, add_sub_cancel_right, ih]
    · intro i ih
      rw [← step, ih]
  rw [base m, base n]

/-- For bounded hoppings, the Wronskian of two square-summable solutions at the same energy
vanishes on every bond. -/
theorem wronskian_eq_zero {C : ℝ} (hC : ∀ n, |t n| ≤ C)
    (hψ : IsSolution t e E ψ) (hφ : IsSolution t e E φ)
    (sψ : SquareSummable ψ) (sφ : SquareSummable φ) (m : ℤ) :
    wronskian t ψ φ m = 0 := by
  have shift : ∀ χ : ℤ → ℂ, SquareSummable χ → Summable fun n : ℤ => ‖χ (n + 1)‖ ^ 2 := by
    intro χ h
    have h' : Summable fun n : ℤ => ‖χ n‖ ^ 2 := h
    exact h'.comp_injective (add_left_injective (1 : ℤ))
  have aψ : Summable fun n : ℤ => ‖ψ n‖ ^ 2 := sψ
  have aφ : Summable fun n : ℤ => ‖φ n‖ ^ 2 := sφ
  have hs : Summable fun n : ℤ =>
      C * ((‖ψ (n + 1)‖ ^ 2 + ‖φ n‖ ^ 2) + (‖ψ n‖ ^ 2 + ‖φ (n + 1)‖ ^ 2)) :=
    (((shift ψ sψ).add aφ).add (aψ.add (shift φ sφ))).mul_left C
  -- the constant Wronskian is bounded by site densities, which die out far away
  have hb : ∀ n : ℤ, ‖wronskian t ψ φ m‖ ≤
      C * ((‖ψ (n + 1)‖ ^ 2 + ‖φ n‖ ^ 2) + (‖ψ n‖ ^ 2 + ‖φ (n + 1)‖ ^ 2)) := by
    intro n
    rw [wronskian_constant hψ hφ m n]
    unfold wronskian
    rw [norm_mul, Complex.norm_real, Real.norm_eq_abs]
    have h1 : ‖ψ (n + 1) * φ n - ψ n * φ (n + 1)‖ ≤
        (‖ψ (n + 1)‖ ^ 2 + ‖φ n‖ ^ 2) + (‖ψ n‖ ^ 2 + ‖φ (n + 1)‖ ^ 2) := by
      have h2 := norm_sub_le (ψ (n + 1) * φ n) (ψ n * φ (n + 1))
      simp only [norm_mul] at h2
      nlinarith [sq_nonneg (‖ψ (n + 1)‖ - ‖φ n‖), sq_nonneg (‖ψ n‖ - ‖φ (n + 1)‖),
        sq_nonneg ‖ψ (n + 1)‖, sq_nonneg ‖φ n‖, sq_nonneg ‖ψ n‖, sq_nonneg ‖φ (n + 1)‖]
    exact mul_le_mul (hC n) h1 (norm_nonneg _) ((abs_nonneg _).trans (hC n))
  exact norm_le_zero_iff.mp (ge_of_tendsto' hs.tendsto_cofinite_zero hb)

/-- If no hopping is zero, a solution that vanishes on the adjacent sites 0 and 1 vanishes on
the whole chain. -/
theorem eq_zero_of_bond (ht : ∀ n, t n ≠ 0) (h : IsSolution t e E ψ)
    (h0 : ψ 0 = 0) (h1 : ψ 1 = 0) (n : ℤ) : ψ n = 0 := by
  have key : ψ n = 0 ∧ ψ (n + 1) = 0 := by
    refine Int.induction_on n ?_ ?_ ?_
    · exact ⟨h0, by rw [zero_add]; exact h1⟩
    · intro i ih
      have r := h (i + 1)
      rw [add_sub_cancel_right, ih.1, ih.2] at r
      simp only [mul_zero, add_zero] at r
      exact ⟨ih.2, (mul_eq_zero.mp r).resolve_left (by exact_mod_cast ht _)⟩
    · intro i ih
      have r := h (-i)
      rw [ih.1, ih.2] at r
      simp only [mul_zero, add_zero, zero_add] at r
      exact ⟨(mul_eq_zero.mp r).resolve_left (by exact_mod_cast ht _),
        by rw [sub_add_cancel]; exact ih.1⟩
  exact key.1

/-- If no hopping is zero and the Wronskian of two solutions at the same energy vanishes on the
bond between sites 0 and 1, the second is a multiple of the first, provided the first is not
identically zero. -/
theorem proportional_of_wronskian (ht : ∀ n, t n ≠ 0)
    (hψ : IsSolution t e E ψ) (hφ : IsSolution t e E φ)
    (hW : wronskian t ψ φ 0 = 0) (hne : ψ ≠ 0) : ∃ c : ℂ, ∀ n, φ n = c * ψ n := by
  have hd : ψ 1 * φ 0 - ψ 0 * φ 1 = 0 := by
    unfold wronskian at hW
    have h := (mul_eq_zero.mp hW).resolve_left (by exact_mod_cast ht 0)
    simpa only [zero_add] using h
  -- matching the two solutions on one bond matches them everywhere
  have comb : ∀ c : ℂ, φ 0 = c * ψ 0 → φ 1 = c * ψ 1 → ∀ n, φ n = c * ψ n := by
    intro c a b n
    have hs : IsSolution t e E (fun n => φ n - c * ψ n) := by
      intro n
      show (t n : ℂ) * (φ (n + 1) - c * ψ (n + 1)) + t (n - 1) * (φ (n - 1) - c * ψ (n - 1))
        + e n * (φ n - c * ψ n) = E * (φ n - c * ψ n)
      linear_combination hφ n - c * hψ n
    exact sub_eq_zero.mp (eq_zero_of_bond ht hs (sub_eq_zero.mpr a) (sub_eq_zero.mpr b) n)
  by_cases a : ψ 0 = 0
  · by_cases b : ψ 1 = 0
    · exact absurd (funext (eq_zero_of_bond ht hψ a b)) hne
    · have h : ψ 1 * φ 0 = 0 := by linear_combination hd + φ 1 * a
      refine ⟨φ 1 / ψ 1, comb _ ?_ (div_mul_cancel₀ _ b).symm⟩
      rw [a, mul_zero]
      exact (mul_eq_zero.mp h).resolve_left b
  · refine ⟨φ 0 / ψ 0, comb _ (div_mul_cancel₀ _ a).symm ?_⟩
    rw [div_mul_eq_mul_div, eq_div_iff a]
    linear_combination -hd

/-- On a chain with bounded nonzero hoppings, any two square-summable solutions at the same
energy are linearly dependent. -/
theorem bound_states_dependent {C : ℝ} (ht : ∀ n, t n ≠ 0) (hC : ∀ n, |t n| ≤ C)
    (hψ : IsSolution t e E ψ) (hφ : IsSolution t e E φ)
    (sψ : SquareSummable ψ) (sφ : SquareSummable φ) :
    ¬ LinearIndependent ℂ ![ψ, φ] := by
  intro hli
  rw [LinearIndependent.pair_iff] at hli
  have hne : ψ ≠ 0 := by
    intro h
    exact one_ne_zero (hli 1 0 (by rw [h, smul_zero, zero_smul, add_zero])).1
  obtain ⟨c, hc⟩ := proportional_of_wronskian ht hψ hφ
    (wronskian_eq_zero hC hψ hφ sψ sφ 0) hne
  have h := hli c (-1) (by
    funext n
    simp only [Pi.add_apply, Pi.smul_apply, smul_eq_mul, Pi.zero_apply]
    linear_combination -hc n)
  exact neg_ne_zero.mpr one_ne_zero h.2

/-- At real energy, on a chain with bounded nonzero hoppings, the product `conj (ψ m) * ψ n` is
real for every square-summable solution and every pair of sites. -/
theorem bound_state_real {C E : ℝ} (ht : ∀ n, t n ≠ 0) (hC : ∀ n, |t n| ≤ C)
    (hψ : IsSolution t e E ψ) (sψ : SquareSummable ψ) (m n : ℤ) :
    (conj (ψ m) * ψ n).im = 0 := by
  by_cases h0 : ψ = 0
  · simp [h0]
  -- the complex conjugate solves the same equation
  have hc : IsSolution t e E (fun k => conj (ψ k)) := by
    intro k
    have h := congrArg conj (hψ k)
    simp only [map_add, map_mul, Complex.conj_ofReal] at h
    exact h
  have sc : SquareSummable (fun k => conj (ψ k)) := by
    simpa [SquareSummable] using sψ
  obtain ⟨c, h⟩ := proportional_of_wronskian ht hψ hc
    (wronskian_eq_zero hC hψ hc sψ sc 0) h0
  have h' : ∀ k, conj (ψ k) = c * ψ k := h
  apply Complex.conj_eq_iff_im.mp
  rw [map_mul, Complex.conj_conj, h' m, h' n]
  ring

end

end TightBindingWronskian
```

```lean
#print axioms TightBindingWronskian.bound_states_dependent
#print axioms TightBindingWronskian.bound_state_real
```

```
'TightBindingWronskian.bound_states_dependent' depends on axioms: [propext, Classical.choice, Quot.sound]
'TightBindingWronskian.bound_state_real' depends on axioms: [propext, Classical.choice, Quot.sound]
```

## The chain and its bound states

`IsSolution t e E ψ` is the site equation

$$t_n\psi_{n+1}+t_{n-1}\psi_{n-1}+e_n\psi_n=E\psi_n\qquad(n\in\mathbb Z).$$

Here $\psi_n$ is the complex amplitude on site $n$, $e_n$ is the real on-site energy, and $t_n$ is the real hopping between sites $n$ and $n+1$, with its sign included. The model has one orthonormal orbital per site, no spin and no interactions.

`SquareSummable ψ` says that $\sum_n|\psi_n|^2$ is finite, so a nonzero solution $\psi$ of the site equation with this property is a normalisable bound state. Normalisation itself is not required.

The main theorem, `bound_states_dependent`, takes two square-summable solutions at the same energy $E$. The statement allows complex $E$, although with bounded real hoppings and real on-site energies every bound state has real energy. It assumes `ht`, that no bond is cut, and `hC`, that one constant $C$ bounds every $|t_n|$. The on-site energies may be unbounded. The conclusion `¬ LinearIndependent ℂ ![ψ, φ]` includes the case where a solution is zero, and the theorem does not say that a bound state exists.

For real $E$, `bound_state_real` adds that $\overline{\psi_m}\psi_n$ is real for all $m,n$. A bound state of this non-interacting chain can therefore be given real coefficients by one global phase.

## The Wronskian is the same on every bond

For two solutions $\psi$ and $\varphi$ (`φ` in the code), define

$$W_n=t_n(\psi_{n+1}\varphi_n-\psi_n\varphi_{n+1}).$$

Multiply the equation for $\psi$ by $\varphi_n$, multiply the one for $\varphi$ by $\psi_n$, and subtract. The terms with $e_n$ and $E$ cancel, leaving

$$W_n=t_{n-1}(\psi_n\varphi_{n-1}-\psi_{n-1}\varphi_n)=W_{n-1}.$$

In `wronskian_constant`, the `linear_combination` line is this subtraction, and `Int.induction_on` carries the equality from bond 0 in both directions. When $E$ is real and $\varphi=\overline\psi$, $W_n=2i\,t_n\operatorname{Im}(\overline{\psi_n}\psi_{n+1})$ is proportional to the probability current through the bond.

## Square-summability makes it zero

Since $ab\le a^2+b^2$ for $a,b\ge0$, for every $m$ and $n$

$$|W_m|=|W_n|\le C\left(|\psi_{n+1}|^2+|\varphi_n|^2+|\psi_n|^2+|\varphi_{n+1}|^2\right).$$

The right-hand side is summable over $n$, so it tends to zero far along the chain. The left-hand side does not depend on $n$, hence $W_m=0$. In `wronskian_eq_zero`, `hs` is the summability, `hb` is the bound, and `ge_of_tendsto'` takes the limit.

## Two adjacent amplitudes fix a solution

Suppose $\psi_0=\psi_1=0$. The equation at site 1 gives $t_1\psi_2=0$, and the one at site 0 gives $t_{-1}\psi_{-1}=0$. As no hopping vanishes, $\psi_2=\psi_{-1}=0$, and repeating the step in both directions gives $\psi=0$. This is `eq_zero_of_bond`.

Now let $\psi\neq0$. Then $\psi_0$ and $\psi_1$ are not both zero, and $W_0=0$ with $t_0\ne0$ gives $\psi_1\varphi_0=\psi_0\varphi_1$. Set $c=\varphi_0/\psi_0$ if $\psi_0\neq0$, and $c=\varphi_1/\psi_1$ otherwise. In either case $\varphi-c\psi$ is a solution that vanishes on sites 0 and 1, so $\varphi=c\psi$ everywhere. `proportional_of_wronskian` makes the same case distinction, with `comb` extending the match from one bond to the chain.

If $\psi$ and $\varphi$ were independent, $\psi$ would be nonzero, and $c\psi-\varphi=0$ would be a forbidden nontrivial relation. That is the final step of `bound_states_dependent`.

At real energy $\overline\psi$ solves the same equation, so $\overline{\psi_k}=c\psi_k$ for some $c$ when $\psi\neq0$. Then

$$\overline{\overline{\psi_m}\psi_n}=\psi_m\overline{\psi_n}=c\,\psi_m\psi_n=\overline{\psi_m}\psi_n,$$

which proves `bound_state_real`; the case $\psi=0$ is immediate.

## Hoppings that grow too fast

Let $r_n=1/(1+n^2)$, $t_n=1/(r_nr_{n+1})$, $e_n=0$ and $E=0$. For $\psi_n=i^nr_n$ the left side of the site equation is

$$\frac{i^{n+1}+i^{n-1}}{r_n}=0,$$

and $\varphi_n=(-i)^nr_n$ works in the same way. Both are square-summable, yet they agree on site 0 and differ on site 1, so they are independent. Real nonzero hoppings are thus not enough if they may grow like $n^4$; slower growth is not decided by this example. Hoppings that grow without limit along the chain are not physically realistic, so this is a mathematical test of the hypothesis `hC` and not a model of a material.
